# A larger trial space can lower the energy and raise the variance: a three-site chain

Take a chain of three sites with zero on-site energies, coupling 1 between the first two sites and coupling 2 between the last two. A particle in the state of site 1 has energy 0 and energy variance 1. If the trial state may also use site 2, the lowest energy drops to −1, but the variance of the best state rises to 2, because site 2 is strongly coupled to site 3, which the trial space still leaves out.

```lean
import Mathlib

open Matrix

namespace BasisEnlargementVariance

noncomputable section

variable {n : Type*} [Fintype n]

/-- The energy expectation value (Rayleigh quotient) of a nonzero real state `v`. -/
def energy (H : Matrix n n ℝ) (v : n → ℝ) : ℝ :=
  (v ⬝ᵥ H *ᵥ v) / (v ⬝ᵥ v)

/-- The energy variance `⟨H²⟩ - ⟨H⟩²` of a nonzero real state `v`. -/
def variance (H : Matrix n n ℝ) (v : n → ℝ) : ℝ :=
  (v ⬝ᵥ H *ᵥ (H *ᵥ v)) / (v ⬝ᵥ v) - energy H v ^ 2

/-- The residual `Hv - Ev` of a nonzero state `v`, with `E` its energy expectation value. -/
def residual (H : Matrix n n ℝ) (v : n → ℝ) : n → ℝ :=
  H *ᵥ v - energy H v • v

/-- `v` is a nonzero state of the trial space `B` with the lowest energy in `B`. -/
def IsOptimal (H : Matrix n n ℝ) (B : Submodule ℝ (n → ℝ)) (v : n → ℝ) : Prop :=
  v ∈ B ∧ v ≠ 0 ∧ ∀ w ∈ B, w ≠ 0 → energy H v ≤ energy H w

/-- A nonzero state has positive squared norm. -/
theorem dot_self_pos {v : n → ℝ} (hv : v ≠ 0) : 0 < v ⬝ᵥ v := by
  obtain ⟨i, hi⟩ := Function.ne_iff.mp hv
  exact Finset.sum_pos' (fun j _ => mul_self_nonneg (v j))
    ⟨i, Finset.mem_univ i, mul_self_pos.mpr hi⟩

/-- Matrix elements of a real symmetric Hamiltonian are symmetric in the two states. -/
theorem dot_symm {H : Matrix n n ℝ} (hH : H.IsSymm) (x y : n → ℝ) :
    x ⬝ᵥ H *ᵥ y = y ⬝ᵥ H *ᵥ x := by
  rw [Matrix.dotProduct_mulVec, ← Matrix.mulVec_transpose, hH.eq, dotProduct_comm]

/-- For a real symmetric Hamiltonian, the variance of a nonzero state is the squared norm of
its residual divided by the squared norm of the state. -/
theorem variance_eq_residual {H : Matrix n n ℝ} (hH : H.IsSymm) {v : n → ℝ} (hv : v ≠ 0) :
    variance H v = (residual H v ⬝ᵥ residual H v) / (v ⬝ᵥ v) := by
  have hN := (dot_self_pos hv).ne'
  have h1 : v ⬝ᵥ H *ᵥ v = energy H v * (v ⬝ᵥ v) := (div_mul_cancel₀ _ hN).symm
  have h2 := dot_symm hH v (H *ᵥ v)
  -- expand the square of the residual
  have h3 : residual H v ⬝ᵥ residual H v
      = (H *ᵥ v) ⬝ᵥ (H *ᵥ v) - energy H v ^ 2 * (v ⬝ᵥ v) := by
    simp only [residual, sub_dotProduct, dotProduct_sub, smul_dotProduct, dotProduct_smul,
      smul_eq_mul]
    rw [dotProduct_comm (H *ᵥ v) v]
    linear_combination (-2 * energy H v) * h1
  rw [variance, h3, h2, sub_div, mul_div_cancel_right₀ _ hN]

/-- For a real symmetric Hamiltonian, the residual of an energy-optimal state is orthogonal
to every state of the trial space. -/
theorem residual_orthogonal {H : Matrix n n ℝ} (hH : H.IsSymm) {B : Submodule ℝ (n → ℝ)}
    {v w : n → ℝ} (h : IsOptimal H B v) (hw : w ∈ B) : w ⬝ᵥ residual H v = 0 := by
  have h1 : v ⬝ᵥ H *ᵥ v = energy H v * (v ⬝ᵥ v) :=
    (div_mul_cancel₀ _ (dot_self_pos h.2.1).ne').symm
  -- the quadratic form of `H - E` is nonnegative on the trial space
  have hQ : ∀ u ∈ B, energy H v * (u ⬝ᵥ u) ≤ u ⬝ᵥ H *ᵥ u := by
    intro u hu
    by_cases h0 : u = 0
    · subst h0
      simp
    · exact (le_div_iff₀ (dot_self_pos h0)).mp (h.2.2 u hu h0)
  obtain ⟨c, hc⟩ : ∃ c, c = w ⬝ᵥ H *ᵥ v - energy H v * (w ⬝ᵥ v) := ⟨_, rfl⟩
  obtain ⟨q, hq⟩ : ∃ q, q = w ⬝ᵥ H *ᵥ w - energy H v * (w ⬝ᵥ w) := ⟨_, rfl⟩
  have hq0 : 0 ≤ q := by linarith [hQ w hw]
  -- test the minimum on a combination of `v` and `w`
  have key := hQ ((q + 1) • v - c • w) (B.sub_mem (B.smul_mem _ h.1) (B.smul_mem _ hw))
  simp only [Matrix.mulVec_sub, Matrix.mulVec_smul, sub_dotProduct, dotProduct_sub,
    smul_dotProduct, dotProduct_smul, smul_eq_mul] at key
  rw [dot_symm hH v w, dotProduct_comm v w, h1] at key
  have hle : c ^ 2 * (q + 2) ≤ 0 := by
    subst hc
    subst hq
    linarith
  have hc2 : c ^ 2 = 0 :=
    le_antisymm (by nlinarith [mul_nonneg (sq_nonneg c) hq0]) (sq_nonneg c)
  have hc0 : c = 0 := (pow_eq_zero_iff two_ne_zero).mp hc2
  simp only [residual, dotProduct_sub, dotProduct_smul, smul_eq_mul]
  rw [← hc, hc0]

/-- For a real symmetric Hamiltonian, an energy-optimal state in the complete space has zero
variance. -/
theorem variance_complete_basis {H : Matrix n n ℝ} (hH : H.IsSymm) {v : n → ℝ}
    (h : IsOptimal H ⊤ v) : variance H v = 0 := by
  rw [variance_eq_residual hH h.2.1, residual_orthogonal hH h Submodule.mem_top, zero_div]

/-- Three-site chain with coupling `t` between sites 1 and 2 and `b` between sites 2 and 3. -/
def chain (t b : ℝ) : Matrix (Fin 3) (Fin 3) ℝ := !![0, t, 0; t, 0, b; 0, b, 0]

/-- The trial space spanned by the first site. -/
def oneSite : Submodule ℝ (Fin 3 → ℝ) := Submodule.span ℝ {![1, 0, 0]}

/-- The enlarged trial space spanned by the first two sites. -/
def twoSites : Submodule ℝ (Fin 3 → ℝ) := Submodule.span ℝ {![1, 0, 0], ![0, 1, 0]}

/-- The enlarged trial space consists of the states with no amplitude on the third site. -/
theorem mem_twoSites {v : Fin 3 → ℝ} : v ∈ twoSites ↔ ∃ x y : ℝ, v = ![x, y, 0] := by
  rw [twoSites, Submodule.mem_span_pair]
  constructor
  · rintro ⟨x, y, rfl⟩
    exact ⟨x, y, by ext i; fin_cases i <;> simp⟩
  · rintro ⟨x, y, rfl⟩
    exact ⟨x, y, by ext i; fin_cases i <;> simp⟩

/-- Squared norm, energy and variance of the chain state with amplitudes `x`, `y`, `0`; the
last two are meant for `x`, `y` not both zero. -/
theorem chain_values (t b x y : ℝ) :
    ![x, y, 0] ⬝ᵥ ![x, y, 0] = x ^ 2 + y ^ 2 ∧
    energy (chain t b) ![x, y, 0] = 2 * t * x * y / (x ^ 2 + y ^ 2) ∧
    variance (chain t b) ![x, y, 0] =
      (t ^ 2 * (x ^ 2 + y ^ 2) + b ^ 2 * y ^ 2) / (x ^ 2 + y ^ 2)
        - energy (chain t b) ![x, y, 0] ^ 2 := by
  have hN : ![x, y, 0] ⬝ᵥ ![x, y, 0] = x ^ 2 + y ^ 2 := by
    simp [dotProduct, Fin.sum_univ_succ]
    ring
  have h1 : ![x, y, 0] ⬝ᵥ chain t b *ᵥ ![x, y, 0] = 2 * t * x * y := by
    simp [chain, Matrix.mulVec, dotProduct, Fin.sum_univ_succ]
    ring
  have h2 : ![x, y, 0] ⬝ᵥ chain t b *ᵥ (chain t b *ᵥ ![x, y, 0])
      = t ^ 2 * (x ^ 2 + y ^ 2) + b ^ 2 * y ^ 2 := by
    simp [chain, Matrix.mulVec, dotProduct, Fin.sum_univ_succ]
    ring
  exact ⟨hN, by rw [energy, h1, hN], by rw [variance, h2, hN]⟩

/-- The energy-optimal states in the one-site space are the nonzero multiples of the first
site. -/
theorem optimal_oneSite (t b : ℝ) (v : Fin 3 → ℝ) :
    IsOptimal (chain t b) oneSite v ↔ ∃ x : ℝ, x ≠ 0 ∧ v = ![x, 0, 0] := by
  have hmem : ∀ u : Fin 3 → ℝ, u ∈ oneSite ↔ ∃ x : ℝ, u = ![x, 0, 0] := by
    intro u
    rw [oneSite, Submodule.mem_span_singleton]
    constructor
    · rintro ⟨x, rfl⟩
      exact ⟨x, by ext i; fin_cases i <;> simp⟩
    · rintro ⟨x, rfl⟩
      exact ⟨x, by ext i; fin_cases i <;> simp⟩
  constructor
  · rintro ⟨hB, h0, -⟩
    obtain ⟨x, rfl⟩ := (hmem v).mp hB
    refine ⟨x, ?_, rfl⟩
    rintro rfl
    exact h0 (by ext i; fin_cases i <;> simp)
  · rintro ⟨x, hx, rfl⟩
    refine ⟨(hmem _).mpr ⟨x, rfl⟩, fun h => hx (by simpa using congrFun h 0), ?_⟩
    intro u hu _
    obtain ⟨p, rfl⟩ := (hmem u).mp hu
    rw [(chain_values t b x 0).2.1, (chain_values t b p 0).2.1]
    simp

/-- For `t > 0` the energy-optimal states in the two-site space are the nonzero multiples of
the difference of the two sites. -/
theorem optimal_twoSites {t : ℝ} (ht : 0 < t) (b : ℝ) (v : Fin 3 → ℝ) :
    IsOptimal (chain t b) twoSites v ↔ ∃ x : ℝ, x ≠ 0 ∧ v = ![x, -x, 0] := by
  constructor
  · rintro ⟨hB, h0, hmin⟩
    obtain ⟨x, y, rfl⟩ := mem_twoSites.mp hB
    have hpos := dot_self_pos h0
    rw [(chain_values t b x y).1] at hpos
    -- compare with the state `(1, -1, 0)`
    have h := hmin ![1, -1, 0] (mem_twoSites.mpr ⟨1, -1, rfl⟩)
      (fun h => by simpa using congrFun h 0)
    have e : 2 * t * 1 * (-1) / ((1 : ℝ) ^ 2 + (-1) ^ 2) = -t := by ring
    rw [(chain_values t b x y).2.1, (chain_values t b 1 (-1)).2.1, e, div_le_iff₀ hpos] at h
    have hs : t * (x + y) ^ 2 ≤ 0 := by linarith
    have hxy : (x + y) ^ 2 = 0 := le_antisymm (by nlinarith) (sq_nonneg _)
    have hy : y = -x := by linarith [(pow_eq_zero_iff two_ne_zero).mp hxy]
    subst hy
    refine ⟨x, ?_, rfl⟩
    rintro rfl
    simp at hpos
  · rintro ⟨x, hx, rfl⟩
    refine ⟨mem_twoSites.mpr ⟨x, -x, rfl⟩, fun h => hx (by simpa using congrFun h 0), ?_⟩
    intro u hu h0
    obtain ⟨p, q, rfl⟩ := mem_twoSites.mp hu
    have hpos := dot_self_pos h0
    rw [(chain_values t b p q).1] at hpos
    have hne : x ^ 2 + (-x) ^ 2 ≠ 0 := by positivity
    have e : 2 * t * x * (-x) / (x ^ 2 + (-x) ^ 2) = -t := by
      rw [div_eq_iff hne]
      ring
    rw [(chain_values t b x (-x)).2.1, (chain_values t b p q).2.1, e, le_div_iff₀ hpos]
    linarith [mul_nonneg ht.le (sq_nonneg (p + q))]

/-- For `t > 0`, enlarging the trial space from one site to two lowers the optimal energy from
`0` to `-t` and changes the variance of the optimal state from `t²` to `b²/2`, which is an
increase exactly when `b² > 2t²`. -/
theorem basis_enlargement {t b : ℝ} (ht : 0 < t) {v w : Fin 3 → ℝ}
    (hv : IsOptimal (chain t b) oneSite v) (hw : IsOptimal (chain t b) twoSites w) :
    energy (chain t b) v = 0 ∧ energy (chain t b) w = -t ∧
    variance (chain t b) v = t ^ 2 ∧ variance (chain t b) w = b ^ 2 / 2 ∧
    (variance (chain t b) v < variance (chain t b) w ↔ 2 * t ^ 2 < b ^ 2) := by
  obtain ⟨x, hx, rfl⟩ := (optimal_oneSite t b v).mp hv
  obtain ⟨y, hy, rfl⟩ := (optimal_twoSites ht b w).mp hw
  have hnx : x ^ 2 + (0 : ℝ) ^ 2 ≠ 0 := by
    have := pow_ne_zero 2 hx
    simpa using this
  have hny : y ^ 2 + (-y) ^ 2 ≠ 0 := by positivity
  have e1 : energy (chain t b) ![x, 0, 0] = 0 := by
    rw [(chain_values t b x 0).2.1, mul_zero, zero_div]
  have e2 : energy (chain t b) ![y, -y, 0] = -t := by
    rw [(chain_values t b y (-y)).2.1, div_eq_iff hny]
    ring
  have v1 : variance (chain t b) ![x, 0, 0] = t ^ 2 := by
    rw [(chain_values t b x 0).2.2, e1, sub_eq_iff_eq_add, div_eq_iff hnx]
    ring
  have v2 : variance (chain t b) ![y, -y, 0] = b ^ 2 / 2 := by
    rw [(chain_values t b y (-y)).2.2, e2, sub_eq_iff_eq_add, div_eq_iff hny]
    ring
  refine ⟨e1, e2, v1, v2, ?_⟩
  rw [v1, v2]
  constructor <;> intro h <;> linarith

end

end BasisEnlargementVariance
```

```lean
#print axioms BasisEnlargementVariance.variance_complete_basis
#print axioms BasisEnlargementVariance.basis_enlargement
```

```
'BasisEnlargementVariance.variance_complete_basis' depends on axioms: [propext, Classical.choice, Quot.sound]
'BasisEnlargementVariance.basis_enlargement' depends on axioms: [propext, Classical.choice, Quot.sound]
```

## Energies, variances and the threshold

The Hamiltonian `chain t b` is

\[
H=\begin{pmatrix}0&t&0\\ t&0&b\\ 0&b&0\end{pmatrix},
\]

with real couplings \(t\) and \(b\). Write \(e_1,e_2,e_3\) for the three site states; Lean numbers their components 0, 1, 2. The trial spaces are `oneSite`, the span of \(e_1\), and `twoSites`, the span of \(e_1\) and \(e_2\).

The theorem `basis_enlargement` takes \(t>0\), any energy-optimal state \(v\) of the first space and any energy-optimal state \(w\) of the second. It states that

| | energy | variance |
|---|---|---|
| \(v\), one site | \(0\) | \(t^2\) |
| \(w\), two sites | \(-t\) | \(b^2/2\) |

and that the variance rises exactly when \(b^2>2t^2\). For \(t=1\) the energy goes from 0 to −1 and the variance from 1 to \(b^2/2\), with the threshold at \(b^2=2\).

Such optimal states exist, and two further theorems list them all. By `optimal_oneSite` they are the nonzero multiples of \(e_1\); by `optimal_twoSites` they are the nonzero multiples of \(e_1-e_2\), or \((e_1-e_2)/\sqrt2\) up to sign when normalised.

## The physics in the definitions

States are real vectors that need not be normalised, so `energy` and `variance` divide by the squared norm:

\[
E(v)=\frac{v\cdot Hv}{v\cdot v},\qquad
\sigma^2(v)=\frac{v\cdot H(Hv)}{v\cdot v}-E(v)^2 .
\]

The variance uses the full \(H\), including its coupling to site 3. If \(H\) were first projected onto the two-site space, the optimal state would be an eigenvector of the projected matrix and its variance would vanish.

`IsOptimal H B v` says that \(v\) is a nonzero member of the trial space \(B\) and that no nonzero member of \(B\) has a lower energy. The optimisation therefore concerns the energy alone, over a linear space.

The condition \(t>0\) fixes the sign of the coupling. For \(t<0\) the best two-site state is \(e_1+e_2\), with energy \(t\). For \(t=0\) every two-site state has energy 0, and if \(b\neq0\) the variance depends on which of them is chosen.

The model is a single particle on three sites, with exact expectation values and no sampling. Within these limits it shows that, in a variational calculation, a lower energy after a basis enlargement does not imply a smaller variance.

## The variance as a residual

The mechanism is visible in the residual \(r=Hv-Ev\), where \(E=E(v)\). Since \(v\cdot Hv=E\,(v\cdot v)\),

\[
r\cdot r=Hv\cdot Hv-2E\,(v\cdot Hv)+E^2\,(v\cdot v)=Hv\cdot Hv-E^2\,(v\cdot v).
\]

For symmetric \(H\), \(Hv\cdot Hv=v\cdot H(Hv)\). Division by \(v\cdot v\) gives

\[
\sigma^2(v)=\frac{r\cdot r}{v\cdot v},
\]

which is `variance_eq_residual`. The symmetry enters through `dot_symm`, and `dot_self_pos` ensures that the denominator is positive.

For an optimal state, \(r\) is orthogonal to the whole trial space (`residual_orthogonal`). To see this, define \(Q(u)=u\cdot Hu-E\,(u\cdot u)\). Optimality means \(Q(u)\ge0\) for all \(u\) in \(B\), and \(Q(v)=0\). Take any \(w\) in \(B\), and set \(c=w\cdot r\) and \(q=Q(w)\ge0\). The combination \((q+1)v-cw\) also lies in \(B\), so

\[
0\le Q\big((q+1)v-cw\big)=-2(q+1)c^2+c^2q=-c^2(q+2).
\]

Hence \(c=0\). The Lean proof uses the same combination: `key` is the inequality before simplification, and `hle` is its final form.

The variance of an optimal state thus measures only how strongly \(H\) couples it to states outside the trial space. In the complete space there is no outside: \(r\) is orthogonal to itself, and the variance is zero (`variance_complete_basis`). Since a variance is never negative, the last step to the complete space cannot raise it; a rise has to happen at an earlier enlargement.

## Finding the optimal states of the chain

For \(v=(x,y,0)\), not zero, the Hamiltonian gives \(Hv=(ty,\,tx,\,by)\). Therefore

\[
E=\frac{2txy}{x^2+y^2},\qquad
\sigma^2=\frac{t^2(x^2+y^2)+b^2y^2}{x^2+y^2}-E^2 .
\]

These are the formulas of `chain_values`, obtained by writing out the sums and applying `ring`. The lemma `mem_twoSites` confirms that vectors of this form make up the two-site space.

In the one-site space \(y=0\), so every nonzero state has energy 0 and all of them are optimal. Their variance is \(t^2\).

In the two-site space,

\[
E+t=\frac{t\,(x+y)^2}{x^2+y^2}\ge0,
\]

with equality exactly when \(y=-x\). This gives the minimum \(-t\) and all the states that reach it. The proof of `optimal_twoSites` treats the two directions separately. An optimal state is compared with \((1,-1,0)\), which forces \(t(x+y)^2\le0\) and hence \(y=-x\). Conversely, the nonnegativity of \(t(p+q)^2\) shows that no state \((p,q,0)\) lies below \(-t\).

Inserting \(y=-x\) into the variance gives

\[
\sigma^2=\frac{2t^2x^2+b^2x^2}{2x^2}-t^2=\frac{b^2}{2}.
\]

The proof of `basis_enlargement` makes these substitutions and then compares \(t^2\) with \(b^2/2\). It uses the explicit formulas and does not need the residual lemmas, but the residuals show where the two variances come from. For \(e_1\) the residual is \(te_2\), the coupling to site 2. For \((e_1-e_2)/\sqrt2\) it is \(-(b/\sqrt2)\,e_3\). The enlargement removes the first coupling and exposes the second.

## The chain with couplings 1 and 2

Take \(t=1\), \(b=2\) and the unnormalised state \(w=(1,-1,0)\). Then

\[
Hw=(-1,\,1,\,-2),\qquad w\cdot Hw=-2,\qquad w\cdot w=2,
\]

so \(E=-1\). The residual is \(Hw+w=(0,0,-2)\), with squared norm 4, and the variance is \(4/2=2\).

With all three sites, the eigenvalues of \(H\) are \(0\) and \(\pm\sqrt5\), and the ground state is \(u=(1,-\sqrt5,2)\), with

\[
Hu=(-\sqrt5,\,5,\,-2\sqrt5)=-\sqrt5\,u .
\]

Along the three trial spaces the energy is \(0,\,-1,\,-\sqrt5\), while the variance is \(1,\,2,\,0\). With \(b=1\) instead, the first enlargement would lower the variance from 1 to \(1/2\).

## Adding a basis function in variational Monte Carlo

In a variational Monte Carlo calculation in continuous space, the trial function may be a linear combination \(\Psi(R)=\sum_i c_i\varphi_i(R)\), where \(R\) denotes the particle positions. Configurations are drawn from \(|\Psi|^2\), and the local energy \(E_L(R)=(H\Psi)(R)/\Psi(R)\) is recorded at each. Its mean estimates the energy and its spread estimates the variance. Adding a function \(\varphi_i\) and minimising the energy again over all coefficients is the step from `oneSite` to `twoSites`.

Suppose that \(H\) maps the span of three orthonormal functions into itself, with the matrix elements of the example above. Adding the second function then lowers the energy by 1 and doubles the variance of the local energy. With independent samples, the same statistical error in the energy requires twice as many of them.

The sites here play the part of basis functions and not of sampled configurations. If the sites themselves were sampled from \((e_1-e_2)/\sqrt2\), site 3 would never be visited and the local energy would be \(-t\) at both of the others. The sampled spread would be zero, although the full variance is \(b^2/2\).
